# Aitken extrapolation of positive geometric decays tightens the upper bound on the limit

A slow energy minimisation that approaches its limit from above gives an upper bound at every step. Extrapolating the last three values can destroy that bound. Suppose the errors are $3\,(1/2)^n-(1/4)^n$ for $n=0,1,2,\dots$, so that they start $2,\ 1.25,\ 0.6875$ and decrease steadily to zero. Aitken's formula applied to these three values returns an error of $-1$: the estimate has crossed the limit and is further from it than the last iterate. Steady decrease is therefore not enough to make the extrapolation safe. If the error is a finite sum of positive geometric decays, however, the extrapolated value is again an upper bound, and a better one than the last iterate.

## Positive modes and the best step length

Let the iterates be

$$x(n)=s+\sum_i c_i q_i^n,\qquad c_i>0,\quad 0<q_i<1,$$

where $i$ runs over a finite, nonempty set of error modes. Since each $q_i^n$ tends to zero, $s$ is the limit.

Such a sequence arises when a quadratic energy $E=E_0+\tfrac12\sum_i h_i r_i^2$, with curvatures $h_i>0$, is minimised by steepest descent with a fixed step $\alpha$. Each coordinate $r_i$ is multiplied by $1-\alpha h_i$ per step, so the energies have the form above with $s=E_0$, $c_i=\tfrac12h_i r_i(0)^2$ and $q_i=(1-\alpha h_i)^2$. The conditions hold if $0<\alpha h_i<2$, $\alpha h_i\neq1$ and $r_i(0)\neq0$ for every mode kept in the sum. In electronic structure this is a simplified model of direct energy minimisation close to a minimum: it assumes the quadratic approximation and a fixed step, and it does not cover conjugate-gradient or quasi-Newton minimisers in general. On a real, anharmonic energy surface the theorems therefore do not guarantee that the extrapolated value is an upper bound.

The Aitken denominator and the Aitken value are

$$D(n)=x(n+2)-2x(n+1)+x(n),\qquad A(n)=x(n)-\frac{(x(n+1)-x(n))^2}{D(n)}.$$

The claim is that $D(n)>0$ and $s\le A(n)<x(n+2)$. Moreover, $A(n)$ never increases with $n$, and it equals $s$ exactly when all $q_i$ coincide.

Write $w_i=c_iq_i^n>0$ and $d=x(n)-x(n+1)=\sum_i w_i(1-q_i)$. Then

$$D(n)=\sum_i w_i(q_i^2-2q_i+1)=\sum_i w_i(1-q_i)^2>0.$$

Now introduce a trial value that depends on a real step length $t$ (not a time):

$$T(n,t)=s+\sum_i w_i\bigl(1-t(1-q_i)\bigr)^2 .$$

Expanding the square and then completing it in $t$ gives

$$T(n,t)=x(n)-2td+t^2D(n)=A(n)+D(n)\,(t-t_n)^2,\qquad t_n=\frac{d}{D(n)}.$$

So $A(n)=T(n,t_n)$ is the minimum of the trial value over $t$. A trial value is $s$ plus a sum of nonnegative terms, hence $A(n)\ge s$.

For the upper bound, let $d'=x(n+1)-x(n+2)=\sum_i w_iq_i(1-q_i)>0$. Then $D(n)=d-d'$ and $x(n)-x(n+2)=d+d'$, so

$$x(n+2)-A(n)=\frac{d^2-(d+d')(d-d')}{D(n)}=\frac{d'^2}{D(n)}>0.$$

Going from $n$ to $n+1$ replaces each weight $w_i$ by the smaller $w_iq_i$, so $T(n+1,t)\le T(n,t)$ for every $t$. Therefore

$$A(n+1)\le T(n+1,t_n)\le T(n,t_n)=A(n).$$

Finally, if $A(n)=s$, every term of $T(n,t_n)-s$ vanishes. Then $t_n(1-q_i)=1$ for all $i$, and all $q_i$ agree. Conversely, if all $q_i$ equal $q$, the step length $t=1/(1-q)$ gives $T(n,t)=s$. Since $s\le A(n)\le T(n,t)$, it follows that $A(n)=s$. A single mode is always extrapolated exactly.

## Iterates, extrapolation and trial value in Lean

```lean
import Mathlib

open Finset

namespace AitkenOneSided

noncomputable section
```

The first two definitions apply to any real sequence `x : ℕ → ℝ`, counted from zero.

```lean
/-- The Aitken denominator: the second difference of three successive iterates. -/
def aitkenDenom (x : ℕ → ℝ) (n : ℕ) : ℝ := x (n + 2) - 2 * x (n + 1) + x n

/-- The Aitken extrapolated value built from the iterates `n`, `n + 1`, `n + 2`. It is meaningful as
an extrapolation only where the Aitken denominator is nonzero. -/
def aitken (x : ℕ → ℝ) (n : ℕ) : ℝ := x n - (x (n + 1) - x n) ^ 2 / aitkenDenom x n
```

The value `aitken x n` uses the iterates `n`, `n + 1` and `n + 2`; some texts label the same number by the last of these. Lean assigns a value to the quotient even when the denominator is zero, but the positivity theorem below excludes that case for the sequences considered here.

```lean
variable {ι : Type*} [Fintype ι]

/-- The sequence given by `s` plus a sum of geometric modes with amplitudes `c i` and factors `q i`;
it tends to `s` if every `q i` lies strictly between 0 and 1. -/
def iterates (s : ℝ) (c q : ι → ℝ) (n : ℕ) : ℝ := s + ∑ i, c i * q i ^ n
```

The type `ι` labels the modes and is finite. The functions `c` and `q` hold the amplitudes and decay factors, and `s` is the limit when every decay factor lies strictly between 0 and 1. The signs and ranges of `c` and `q` are not part of the definition; they enter each theorem that needs them as `hc` and `hq`. The Lean code assumes them of the sequence; the steepest-descent example that satisfies them is worked out only by hand.

```lean
/-- The trial value with step length `t`: the error mode `i` of iterate `n` is multiplied by
the square of the linear damping factor `1 - t (1 - q i)`. -/
def trial (s : ℝ) (c q : ι → ℝ) (n : ℕ) (t : ℝ) : ℝ :=
  s + ∑ i, c i * q i ^ n * (1 - t * (1 - q i)) ^ 2
```

This is $T(n,t)$. In the steepest-descent example it is the energy at the point $r(n)+t\,(r(n+2)-r(n))$, on the line through two configurations of the run: $t=0$ gives $x(n)$ and $t=1$ gives $x(n+2)$.

## The trial value as a parabola

```lean
/-- The trial value is a polynomial of degree at most two in the step length, expressed through the
iterate, its first difference and the Aitken denominator. -/
theorem trial_expand (s : ℝ) (c q : ι → ℝ) (n : ℕ) (t : ℝ) :
    trial s c q n t = iterates s c q n
      - 2 * t * (iterates s c q n - iterates s c q (n + 1))
      + t ^ 2 * aitkenDenom (iterates s c q) n := by
  have h : ∑ i, c i * q i ^ n * (1 - t * (1 - q i)) ^ 2 =
      ∑ i, c i * q i ^ n - 2 * t * (∑ i, c i * q i ^ n - ∑ i, c i * q i ^ (n + 1))
      + t ^ 2 * (∑ i, c i * q i ^ (n + 2) - 2 * ∑ i, c i * q i ^ (n + 1)
        + ∑ i, c i * q i ^ n) := by
    simp only [Finset.mul_sum, ← Finset.sum_sub_distrib, ← Finset.sum_add_distrib]
    refine Finset.sum_congr rfl fun i _ => ?_
    ring
  unfold trial aitkenDenom iterates
  rw [h]
  ring
```

This is the expansion $T=x(n)-2td+t^2D$, which needs no condition on the signs. The proof gathers all sums into one, compares the summands for each mode, and leaves the polynomial identity to `ring`.

```lean
variable [Nonempty ι]

/-- For positive amplitudes and decay factors strictly between 0 and 1, and at least one mode, every
Aitken denominator is positive. -/
theorem aitkenDenom_pos (s : ℝ) {c q : ι → ℝ} (hc : ∀ i, 0 < c i)
    (hq : ∀ i, 0 < q i ∧ q i < 1) (n : ℕ) : 0 < aitkenDenom (iterates s c q) n := by
  -- the second difference weights each mode by (1 - q)²
  have h : aitkenDenom (iterates s c q) n = ∑ i, c i * q i ^ n * (1 - q i) ^ 2 := by
    have h' : ∑ i, c i * q i ^ n * (1 - q i) ^ 2 =
        ∑ i, c i * q i ^ (n + 2) - 2 * ∑ i, c i * q i ^ (n + 1) + ∑ i, c i * q i ^ n := by
      simp only [Finset.mul_sum, ← Finset.sum_sub_distrib, ← Finset.sum_add_distrib]
      refine Finset.sum_congr rfl fun i _ => ?_
      ring
    unfold aitkenDenom iterates
    rw [h']
    ring
  rw [h]
  refine Finset.sum_pos (fun i _ => ?_) Finset.univ_nonempty
  exact mul_pos (mul_pos (hc i) (pow_pos (hq i).1 n)) (pow_pos (sub_pos.2 (hq i).2) 2)
```

From here on `ι` is nonempty; with no modes the denominator would be zero. The inner statement `h` rewrites the second difference as $\sum_i c_iq_i^n(1-q_i)^2$, and `Finset.sum_pos` concludes from the positivity of each term.

```lean
/-- Variational form of Aitken extrapolation, for positive amplitudes and decay factors
strictly between 0 and 1: a trial value exceeds the Aitken value by the Aitken denominator
times the squared deviation of the step length from its optimum. -/
theorem trial_eq_aitken_add_sq (s : ℝ) {c q : ι → ℝ} (hc : ∀ i, 0 < c i)
    (hq : ∀ i, 0 < q i ∧ q i < 1) (n : ℕ) (t : ℝ) :
    trial s c q n t = aitken (iterates s c q) n + aitkenDenom (iterates s c q) n *
      (t - (iterates s c q n - iterates s c q (n + 1)) / aitkenDenom (iterates s c q) n) ^ 2 := by
  have hD := (aitkenDenom_pos s hc hq n).ne'
  rw [trial_expand, aitken]
  generalize aitkenDenom (iterates s c q) n = D at hD ⊢
  field_simp
  ring
```

This is the completed square. The denominator is replaced by a letter `D` known to be nonzero, after which `field_simp` clears the fractions and `ring` checks the result.

## Between the limit and the last iterate

```lean
/-- One-sided Aitken bounds: for one or more modes with positive amplitudes and decay factors
strictly between 0 and 1, the Aitken denominator is positive, and the Aitken value is not below the
limit and is strictly below the last iterate used. -/
theorem aitken_bounds (s : ℝ) {c q : ι → ℝ} (hc : ∀ i, 0 < c i)
    (hq : ∀ i, 0 < q i ∧ q i < 1) (n : ℕ) :
    0 < aitkenDenom (iterates s c q) n ∧ s ≤ aitken (iterates s c q) n ∧
      aitken (iterates s c q) n < iterates s c q (n + 2) := by
  have hD := aitkenDenom_pos s hc hq n
  refine ⟨hD, ?_, ?_⟩
  · -- the Aitken value is the trial value at the optimal step length
    have h := trial_eq_aitken_add_sq s hc hq n
      ((iterates s c q n - iterates s c q (n + 1)) / aitkenDenom (iterates s c q) n)
    rw [sub_self, zero_pow two_ne_zero, mul_zero, add_zero] at h
    rw [← h, trial]
    refine le_add_of_nonneg_right (Finset.sum_nonneg fun i _ => ?_)
    exact mul_nonneg (mul_pos (hc i) (pow_pos (hq i).1 n)).le (sq_nonneg _)
  · -- the iterates decrease strictly
    have hlt : iterates s c q (n + 2) < iterates s c q (n + 1) := by
      unfold iterates
      have : ∑ i, c i * q i ^ (n + 2) < ∑ i, c i * q i ^ (n + 1) := by
        refine Finset.sum_lt_sum_of_nonempty Finset.univ_nonempty fun i _ => ?_
        have hp := mul_pos (mul_pos (hc i) (pow_pos (hq i).1 (n + 1))) (sub_pos.2 (hq i).2)
        have he : c i * q i ^ (n + 1) * (1 - q i) =
            c i * q i ^ (n + 1) - c i * q i ^ (n + 2) := by ring
        linarith
      linarith
    -- the gain over the last iterate is a square divided by the denominator
    have hgain : iterates s c q (n + 2) - aitken (iterates s c q) n =
        (iterates s c q (n + 1) - iterates s c q (n + 2)) ^ 2
          / aitkenDenom (iterates s c q) n := by
      have hne := hD.ne'
      rw [aitken, eq_div_iff hne, sub_mul, sub_mul, div_mul_cancel₀ _ hne, aitkenDenom]
      ring
    have hpos := div_pos (pow_pos (sub_pos.2 hlt) 2) hD
    linarith
```

The theorem `aitken_bounds` states three things for every `n`: the denominator is positive, the Aitken value is at least `s`, and it lies strictly below `iterates s c q (n + 2)`. It concerns real numbers, so rounding in the second difference is not modelled.

For the lower bound, the completed square is evaluated at the optimal step length, where the squared deviation vanishes. The Aitken value thereby becomes a trial value, which is `s` plus nonnegative terms. For the upper bound, `hlt` is the strict decrease $d'>0$ and `hgain` is the identity $x(n+2)-A(n)=d'^2/D(n)$.

## Successive Aitken values and the case of exact extrapolation

```lean
/-- For positive amplitudes and decay factors strictly between 0 and 1, the Aitken values
never increase from one step to the next. -/
theorem aitken_antitone (s : ℝ) {c q : ι → ℝ} (hc : ∀ i, 0 < c i)
    (hq : ∀ i, 0 < q i ∧ q i < 1) : Antitone (aitken (iterates s c q)) := by
  refine antitone_nat_of_succ_le fun n => ?_
  -- use the optimal step length of stage n as a trial at stage n + 1
  let t := (iterates s c q n - iterates s c q (n + 1)) / aitkenDenom (iterates s c q) n
  have h0 : trial s c q n t = aitken (iterates s c q) n := by
    rw [trial_eq_aitken_add_sq s hc hq n t, sub_self, zero_pow two_ne_zero, mul_zero, add_zero]
  have h1 : aitken (iterates s c q) (n + 1) ≤ trial s c q (n + 1) t := by
    rw [trial_eq_aitken_add_sq s hc hq (n + 1) t]
    exact le_add_of_nonneg_right
      (mul_nonneg (aitkenDenom_pos s hc hq (n + 1)).le (sq_nonneg _))
  have h2 : trial s c q (n + 1) t ≤ trial s c q n t := by
    unfold trial
    have : ∑ i, c i * q i ^ (n + 1) * (1 - t * (1 - q i)) ^ 2 ≤
        ∑ i, c i * q i ^ n * (1 - t * (1 - q i)) ^ 2 := by
      refine Finset.sum_le_sum fun i _ => mul_le_mul_of_nonneg_right ?_ (sq_nonneg _)
      have hp := mul_pos (mul_pos (hc i) (pow_pos (hq i).1 n)) (sub_pos.2 (hq i).2)
      have he : c i * q i ^ n * (1 - q i) = c i * q i ^ n - c i * q i ^ (n + 1) := by ring
      linarith
    linarith
  linarith
```

`Antitone` means that a later Aitken value is never larger than an earlier one. It suffices to compare neighbours, and the three relations derived by hand appear as separate steps: `h0` is $T(n,t_n)=A(n)$, `h1` is $A(n+1)\le T(n+1,t_n)$, and `h2` is $T(n+1,t_n)\le T(n,t_n)$. Together with the lower bound, this means that extrapolating again after each new iterate gives an upper bound on the limit at least as good as the previous extrapolated value.

```lean
/-- For positive amplitudes and decay factors strictly between 0 and 1, the Aitken value equals
the limit exactly when all modes have the same decay factor. -/
theorem aitken_eq_limit_iff (s : ℝ) {c q : ι → ℝ} (hc : ∀ i, 0 < c i)
    (hq : ∀ i, 0 < q i ∧ q i < 1) (n : ℕ) :
    aitken (iterates s c q) n = s ↔ ∀ i j, q i = q j := by
  constructor
  · intro h i j
    let t := (iterates s c q n - iterates s c q (n + 1)) / aitkenDenom (iterates s c q) n
    have h0 : trial s c q n t = s := by
      rw [trial_eq_aitken_add_sq s hc hq n t, sub_self, zero_pow two_ne_zero, mul_zero,
        add_zero, h]
    have hsum : ∑ k, c k * q k ^ n * (1 - t * (1 - q k)) ^ 2 = 0 := by
      unfold trial at h0
      linarith
    -- a vanishing sum of nonnegative terms vanishes mode by mode
    have hz : ∀ k, 1 - t * (1 - q k) = 0 := by
      intro k
      have hk := (Finset.sum_eq_zero_iff_of_nonneg (fun m _ =>
        mul_nonneg (mul_pos (hc m) (pow_pos (hq m).1 n)).le (sq_nonneg _))).1 hsum k
          (Finset.mem_univ k)
      have hw := (mul_pos (hc k) (pow_pos (hq k).1 n)).ne'
      exact pow_eq_zero_iff two_ne_zero |>.1 ((mul_eq_zero.1 hk).resolve_left hw)
    linear_combination (q i - q j) * hz i + (1 - q i) * (hz i - hz j)
  · intro h
    obtain ⟨k⟩ := ‹Nonempty ι›
    have : Nonempty ι := ⟨k⟩
    -- one step length removes every mode at once
    have h0 : trial s c q n (1 / (1 - q k)) = s := by
      have hk : 1 - q k ≠ 0 := (sub_pos.2 (hq k).2).ne'
      unfold trial
      rw [Finset.sum_eq_zero, add_zero]
      intro i _
      rw [h i k, div_mul_cancel₀ _ hk, sub_self, zero_pow two_ne_zero, mul_zero]
    have h1 := trial_eq_aitken_add_sq s hc hq n (1 / (1 - q k))
    have h2 := mul_nonneg (aitkenDenom_pos s hc hq n).le (sq_nonneg (1 / (1 - q k) -
      (iterates s c q n - iterates s c q (n + 1)) / aitkenDenom (iterates s c q) n))
    have h3 := (aitken_bounds s hc hq n).2.1
    linarith

end

end AitkenOneSided
```

The equivalence holds at each fixed `n`, so one exact extrapolation already forces all decay factors to agree. The modes may still have different amplitudes.

In the forward direction, `hsum` says that the weighted squares add up to zero, and `hz` extracts $1-t_n(1-q_k)=0$ for each mode `k`. The final `linear_combination` derives $q_i=q_j$ from two of these equations without dividing by $t_n$. In the reverse direction, `h0` shows that the step length $1/(1-q_k)$ removes every mode at once. The completed square then gives $A(n)\le s$, and `aitken_bounds` supplies the opposite inequality.

```lean
#print axioms AitkenOneSided.aitken_bounds
#print axioms AitkenOneSided.aitken_antitone
#print axioms AitkenOneSided.aitken_eq_limit_iff
```

```
'AitkenOneSided.aitken_bounds' depends on axioms: [propext, Classical.choice, Quot.sound]
'AitkenOneSided.aitken_antitone' depends on axioms: [propext, Classical.choice, Quot.sound]
'AitkenOneSided.aitken_eq_limit_iff' depends on axioms: [propext, Classical.choice, Quot.sound]
```
